# The poles of the order-1/2 Fermi integrand in $z=\sqrt{E}$ nearest the real axis lie at $|\mathrm{Im}\,z|=\sqrt{(\sqrt{\eta^2+\pi^2}-\eta)/2}$

To compute the carrier density of non-interacting electrons in a three-dimensional parabolic band with the trapezoidal rule, one has to choose a step $h$. Let $E$ be the energy above the band edge and $\eta$ the chemical potential measured from that edge, both in units of $k_BT$. The density of states is proportional to $\sqrt E$, so the carrier density is proportional to the integral on the left below. Substituting $E=z^2$ gives

$$\int_0^\infty \frac{\sqrt E\,dE}{1+e^{E-\eta}}=\frac12\int_{-\infty}^{\infty}\frac{2z^2}{1+e^{z^2-\eta}}\,dz .$$

For fixed $\eta$, a standard contour argument, which is not part of the file below, shows that the trapezoidal rule with step $h$ in $z$, summed over the whole real line, has an error of order $e^{-2\pi a/h}$ for every $a$ smaller than the distance from the real axis to the nearest pole of the integrand on the right. The theorems determine that distance.

In Lean 4 with Mathlib:

```lean
import Mathlib

open Filter Topology

namespace FermiIntegralPoles

noncomputable section
```

The first line loads the library Mathlib; the second makes its notation for limits available.

```lean
/-- The integrand of the Fermi integral of order one half after the substitution
energy = `z ^ 2`, at reduced chemical potential `η`. -/
def fermiIntegrand (η : ℝ) (z : ℂ) : ℂ :=
  2 * z ^ 2 / (1 + Complex.exp (z ^ 2 - η))
```

A `def` introduces a name. This one is the integrand $f(z)=2z^2/(1+e^{z^2-\eta})$, with $\eta$ real and $z$ complex.

```lean
/-- The condition that the Fermi denominator `1 + exp (z ^ 2 - η)` vanishes at `z`. -/
def IsFermiPole (η : ℝ) (z : ℂ) : Prop :=
  Complex.exp (z ^ 2 - η) = -1
```

`Prop` is the type of statements. `IsFermiPole η z` states that $e^{z^2-\eta}=-1$, so that the denominator vanishes. That such a point really is a pole of $f$ is proved later.

```lean
/-- The half-width `√((√(η² + π²) - η) / 2)` of a strip around the real axis. -/
def stripHalfWidth (η : ℝ) : ℝ :=
  Real.sqrt ((Real.sqrt (η ^ 2 + Real.pi ^ 2) - η) / 2)
```

This names the candidate distance, $a(\eta)=\sqrt{(\sqrt{\eta^2+\pi^2}-\eta)/2}$.

```lean
/-- The Fermi poles are the square roots of the chemical potential shifted by an odd
multiple of `iπ`. -/
theorem isFermiPole_iff (η : ℝ) (z : ℂ) :
    IsFermiPole η z ↔ ∃ n : ℤ, z ^ 2 = η + (2 * n + 1) * Real.pi * Complex.I := by
  unfold IsFermiPole
  rw [← Complex.exp_pi_mul_I, Complex.exp_eq_exp_iff_exists_int]
  constructor <;> rintro ⟨n, hn⟩ <;> exact ⟨n, by linear_combination hn⟩
```

A `theorem` has its statement before `:=` and its proof after it. Here $-1$ is written as $e^{i\pi}$. Two exponentials agree exactly when their exponents differ by $2\pi i n$ with $n$ an integer, so the condition becomes $z^2=\eta+(2n+1)\pi i$. The tactic `linear_combination` checks the rearrangement.

```lean
/-- A square root `z` of `η + iw` has squared imaginary part `(√(η² + w²) - η) / 2`. -/
theorem im_sq_of_sq_eq {η w : ℝ} {z : ℂ} (h : z ^ 2 = η + w * Complex.I) :
    z.im ^ 2 = (Real.sqrt (η ^ 2 + w ^ 2) - η) / 2 := by
  -- compare real and imaginary parts
  have hre : z.re ^ 2 - z.im ^ 2 = η := by
    have := congrArg Complex.re h
    simp [pow_two] at this
    linarith
  have him : 2 * z.re * z.im = w := by
    have := congrArg Complex.im h
    simp [pow_two] at this
    linarith
  -- the modulus of `z ^ 2` is the square of the modulus of `z`
  have hs : Real.sqrt (η ^ 2 + w ^ 2) = z.re ^ 2 + z.im ^ 2 := by
    have e : η ^ 2 + w ^ 2 = (z.re ^ 2 + z.im ^ 2) ^ 2 := by
      rw [← hre, ← him]; ring
    rw [e]
    exact Real.sqrt_sq (by positivity)
  linarith
```

Write $z=x+iy$ and suppose $z^2=\eta+iw$ with $w$ real. Real and imaginary parts give $x^2-y^2=\eta$ (`hre`) and $2xy=w$ (`him`). Hence

$$\eta^2+w^2=(x^2-y^2)^2+4x^2y^2=(x^2+y^2)^2 .$$

Since $x^2+y^2\ge0$, the square root is $x^2+y^2$ (`hs`). Subtracting $\eta$ leaves $2y^2$, and `linarith` finishes this linear step.

```lean
/-- Every Fermi pole satisfies `(Im z)² ≥ (√(η² + π²) - η) / 2`. -/
theorem fermiPole_im_sq_ge {η : ℝ} {z : ℂ} (hz : IsFermiPole η z) :
    (Real.sqrt (η ^ 2 + Real.pi ^ 2) - η) / 2 ≤ z.im ^ 2 := by
  obtain ⟨n, hn⟩ := (isFermiPole_iff η z).mp hz
  have h := im_sq_of_sq_eq (η := η) (w := (2 * n + 1) * Real.pi) (z := z)
    (by rw [hn]; push_cast; ring)
  -- an odd integer has square at least one
  have hint : (1 : ℤ) ≤ (2 * n + 1) ^ 2 := by
    rcases le_or_gt 0 n with h0 | h0
    · nlinarith
    · have h1 : n + 1 ≤ 0 := by omega
      nlinarith
  have hreal : (1 : ℝ) ≤ (2 * (n : ℝ) + 1) ^ 2 := by exact_mod_cast hint
  have hle : η ^ 2 + Real.pi ^ 2 ≤ η ^ 2 + ((2 * (n : ℝ) + 1) * Real.pi) ^ 2 := by
    nlinarith [mul_le_mul_of_nonneg_right hreal (sq_nonneg Real.pi)]
  have hsq := Real.sqrt_le_sqrt hle
  rw [h]
  linarith
```

For a pole, $w=(2n+1)\pi$. An odd integer has square at least 1, which the proof checks separately for $n\ge0$ and $n\le-1$. So $w^2\ge\pi^2$, and because the square root is increasing, $y^2\ge(\sqrt{\eta^2+\pi^2}-\eta)/2$.

```lean
/-- The smallest distance of a Fermi pole from the real axis is
`√((√(η² + π²) - η) / 2)`, and it is attained. -/
theorem isLeast_fermiPole_distance (η : ℝ) :
    IsLeast {d : ℝ | ∃ z : ℂ, IsFermiPole η z ∧ d = |z.im|} (stripHalfWidth η) := by
  constructor
  · -- a complex square root of `η + iπ` attains the bound
    obtain ⟨z, hz⟩ := IsAlgClosed.exists_pow_nat_eq
      ((η : ℂ) + Real.pi * Complex.I) (n := 2) (by norm_num)
    refine ⟨z, (isFermiPole_iff η z).mpr ⟨0, by rw [hz]; push_cast; ring⟩, ?_⟩
    rw [stripHalfWidth, ← im_sq_of_sq_eq hz, Real.sqrt_sq_eq_abs]
  · rintro d ⟨z, hz, rfl⟩
    rw [stripHalfWidth, ← Real.sqrt_sq_eq_abs]
    exact Real.sqrt_le_sqrt (fermiPole_im_sq_ge hz)
```

`IsLeast` says two things: $a(\eta)$ belongs to the set of distances $|\mathrm{Im}\,z|$ of poles, and no member of the set is smaller. For the first, every complex number has a square root, so some $z$ satisfies $z^2=\eta+i\pi$; this is the case $n=0$. The second is the previous bound after taking roots, with $\sqrt{y^2}=|y|$.

At $\eta=0$ this can be seen directly: $z^2=i\pi$ has the root $z=\sqrt{\pi/2}\,(1+i)$, at distance $\sqrt{\pi/2}\approx1.253$.

```lean
/-- The Fermi poles that attain the minimal distance are exactly the square roots of
`η + iπ` and `η - iπ`. -/
theorem nearest_fermiPole_iff (η : ℝ) (z : ℂ) :
    (IsFermiPole η z ∧ z.im ^ 2 = (Real.sqrt (η ^ 2 + Real.pi ^ 2) - η) / 2) ↔
      (z ^ 2 = η + Real.pi * Complex.I ∨ z ^ 2 = η - Real.pi * Complex.I) := by
  constructor
  · rintro ⟨hz, him⟩
    obtain ⟨n, hn⟩ := (isFermiPole_iff η z).mp hz
    have h := im_sq_of_sq_eq (η := η) (w := (2 * n + 1) * Real.pi) (z := z)
      (by rw [hn]; push_cast; ring)
    have hs : Real.sqrt (η ^ 2 + ((2 * (n : ℝ) + 1) * Real.pi) ^ 2)
        = Real.sqrt (η ^ 2 + Real.pi ^ 2) := by linarith
    have heq := (Real.sqrt_inj (by positivity) (by positivity)).mp hs
    -- equality forces the odd integer to be `1` or `-1`
    have hp : Real.pi ^ 2 ≠ 0 := pow_ne_zero 2 Real.pi_ne_zero
    have hprod : (n : ℝ) * (n + 1) = 0 := by
      apply mul_right_cancel₀ hp
      linear_combination heq / 4
    have hprodZ : n * (n + 1) = 0 := by exact_mod_cast hprod
    rcases mul_eq_zero.mp hprodZ with h0 | h1
    · left
      rw [hn, h0]; push_cast; ring
    · right
      have h2 : n = -1 := by omega
      rw [hn, h2]; push_cast; ring
  · rintro (h | h)
    · exact ⟨(isFermiPole_iff η z).mpr ⟨0, by rw [h]; push_cast; ring⟩, im_sq_of_sq_eq h⟩
    · refine ⟨(isFermiPole_iff η z).mpr ⟨-1, by rw [h]; push_cast; ring⟩, ?_⟩
      have h' := im_sq_of_sq_eq (η := η) (w := -Real.pi) (z := z)
        (by rw [h]; push_cast; ring)
      rwa [neg_sq] at h'
```

Equality in the bound requires $(2n+1)^2=1$, that is $4n(n+1)=0$, so $n=0$ or $n=-1$. These give $z^2=\eta+i\pi$ and $z^2=\eta-i\pi$. Conversely, the formula for $y^2$ depends only on $w^2$, so both signs attain the minimum.

```lean
/-- The Fermi integrand is holomorphic in the open strip `|Im z| < stripHalfWidth η`. -/
theorem differentiableOn_strip (η : ℝ) :
    DifferentiableOn ℂ (fermiIntegrand η) {z : ℂ | |z.im| < stripHalfWidth η} := by
  intro z hz
  have hne : 1 + Complex.exp (z ^ 2 - η) ≠ 0 := by
    intro h0
    have hp : IsFermiPole η z := by
      unfold IsFermiPole
      linear_combination h0
    exact not_le_of_gt hz ((isLeast_fermiPole_distance η).2 ⟨z, hp, rfl⟩)
  have h1 : DifferentiableAt ℂ (fun z : ℂ => 2 * z ^ 2) z := by fun_prop
  have h2 : DifferentiableAt ℂ (fun z : ℂ => 1 + Complex.exp (z ^ 2 - η)) z := by fun_prop
  exact (h1.div h2 hne).differentiableWithinAt
```

Complex differentiability on an open strip is holomorphy. If the denominator vanished at a point with $|\mathrm{Im}\,z|<a(\eta)$, that point would be a pole closer than the minimum. The integrand is therefore a quotient of differentiable functions with non-zero denominator.

```lean
/-- At a Fermi pole `z₀` the product of `z - z₀` and the Fermi integrand tends to `-z₀`,
which is not zero. -/
theorem fermiPole_residue {η : ℝ} {z₀ : ℂ} (hz : IsFermiPole η z₀) :
    z₀ ≠ 0 ∧ Tendsto (fun z => (z - z₀) * fermiIntegrand η z) (𝓝[≠] z₀) (𝓝 (-z₀)) := by
  have hz' : Complex.exp (z₀ ^ 2 - η) = -1 := hz
  have h0 : z₀ ≠ 0 := by
    intro h
    have hb := fermiPole_im_sq_ge hz
    have hlt : η < Real.sqrt (η ^ 2 + Real.pi ^ 2) :=
      Real.lt_sqrt_of_sq_lt (by nlinarith [pow_pos Real.pi_pos 2])
    have him : z₀.im = 0 := by rw [h]; rfl
    rw [him] at hb
    linarith
  refine ⟨h0, ?_⟩
  -- the denominator has a simple zero, with derivative `-2 z₀`
  have hd : HasDerivAt (fun z : ℂ => 1 + Complex.exp (z ^ 2 - η)) (-(2 * z₀)) z₀ := by
    have h1 : HasDerivAt (fun z : ℂ => z ^ 2 - (η : ℂ)) (2 * z₀) z₀ := by
      simpa using (hasDerivAt_pow 2 z₀).sub_const (η : ℂ)
    refine (h1.cexp.const_add 1).congr_deriv ?_
    simp only [hz']
    ring
  have hne : -(2 * z₀) ≠ 0 := neg_ne_zero.mpr (mul_ne_zero two_ne_zero h0)
  have hi := (hasDerivAt_iff_tendsto_slope.mp hd).inv₀ hne
  have hc : Continuous (fun z : ℂ => 2 * z ^ 2) := by fun_prop
  have hm := ((hc.tendsto z₀).mono_left (nhdsWithin_le_nhds (s := {z₀}ᶜ))).mul hi
  have e : 2 * z₀ ^ 2 * (-(2 * z₀))⁻¹ = -z₀ := by
    rw [← div_eq_mul_inv, div_eq_iff hne]; ring
  rw [e] at hm
  refine hm.congr (fun z => ?_)
  show 2 * z ^ 2 * (slope (fun z : ℂ => 1 + Complex.exp (z ^ 2 - η)) z₀ z)⁻¹ = _
  have hg : 1 + Complex.exp (z₀ ^ 2 - η) = 0 := by rw [hz']; ring
  simp only [slope_def_field, hg, sub_zero, fermiIntegrand, inv_div]
  ring
```

The factor $2z^2$ could cancel a zero of the denominator only at $z_0=0$. This is excluded, because $\sqrt{\eta^2+\pi^2}>\eta$ forces $\mathrm{Im}\,z_0\ne0$. With $g(z)=1+e^{z^2-\eta}$ we have $g(z_0)=0$ and $g'(z_0)=-2z_0$, so

$$(z-z_0)f(z)=\frac{2z^2}{\bigl(g(z)-g(z_0)\bigr)/(z-z_0)}\longrightarrow\frac{2z_0^2}{-2z_0}=-z_0 .$$

`𝓝[≠] z₀` means that $z$ approaches $z_0$ without equalling it. The poles are simple, and any wider strip centred on the real axis contains one.

```lean
/-- For positive chemical potential the squared half-width of the strip is less than
`π² / (4η)`. -/
theorem stripHalfWidth_sq_lt {η : ℝ} (hη : 0 < η) :
    stripHalfWidth η ^ 2 < Real.pi ^ 2 / (4 * η) := by
  have hlt : η < Real.sqrt (η ^ 2 + Real.pi ^ 2) :=
    Real.lt_sqrt_of_sq_lt (by nlinarith [pow_pos Real.pi_pos 2])
  have hs : Real.sqrt (η ^ 2 + Real.pi ^ 2) ^ 2 = η ^ 2 + Real.pi ^ 2 :=
    Real.sq_sqrt (by positivity)
  rw [stripHalfWidth, Real.sq_sqrt (by linarith), lt_div_iff₀ (by positivity)]
  nlinarith [mul_pos (sub_pos.mpr hlt) (sub_pos.mpr hlt)]

end

end FermiIntegralPoles
```

Let $s=\sqrt{\eta^2+\pi^2}$. The claim $2\eta(s-\eta)<\pi^2=s^2-\eta^2$ is equivalent to $(s-\eta)^2>0$, which holds because $s>\eta$; `nlinarith` receives this product as a hint.

For $\eta=10$, $s\approx10.482$, so $a^2\approx0.2409$, below $\pi^2/40\approx0.2467$, and $a\approx0.491$. Compared with $\eta=0$, the step must shrink by a factor of about 2.6 to keep $a/h$ fixed.

The hypothesis $\eta>0$ is needed: at $\eta=-1$ the left side is about $2.15$, while the right side is $-\pi^2/4$.

```lean
#print axioms FermiIntegralPoles.nearest_fermiPole_iff
#print axioms FermiIntegralPoles.differentiableOn_strip
#print axioms FermiIntegralPoles.fermiPole_residue
#print axioms FermiIntegralPoles.stripHalfWidth_sq_lt
```

```
'FermiIntegralPoles.nearest_fermiPole_iff' depends on axioms: [propext, Classical.choice, Quot.sound]
'FermiIntegralPoles.differentiableOn_strip' depends on axioms: [propext, Classical.choice, Quot.sound]
'FermiIntegralPoles.fermiPole_residue' depends on axioms: [propext, Classical.choice, Quot.sound]
'FermiIntegralPoles.stripHalfWidth_sq_lt' depends on axioms: [propext, Classical.choice, Quot.sound]
```
